# The Efron–Stein variance bound for independent inputs with finitely many values

## One random sign, then two

Let a computed quantity equal a random sign \(s=\pm1\), both values equally likely. Its variance is 1. Two independent draws agree half the time and otherwise differ by 2, so their mean squared difference is 2, twice the variance.

Now take the product \(s_0s_1\) of two independent signs. Its variance is again 1. Redrawing either sign alone gives a mean squared change of 2, and half the sum of the two changes is 2. This exceeds the variance: averaging over \(s_0\) gives zero and so hides the dependence on \(s_1\).

## Fluctuations of a nonlinear estimator

A free energy from an exponential average, or a ratio of averages in quantum Monte Carlo, is a nonlinear function of many samples. For independent samples with finitely many values each, its variance is bounded by the effects of redrawing one sample at a time.

Let input \(i=0,\dots,n-1\) take the value \(a\) with probability \(p_i(a)\), and let \(E\) be the mean with weights \(\prod_i p_i(x_i)\). Write \(x^{i\to y}\) for \(x\) with entry \(i\) replaced by \(y\), and define

\[
R_i(f)=E\Big[\sum_y p_i(y)\,\big(f(x)-f(x^{i\to y})\big)^2\Big].
\]

The claim is \(\operatorname{Var} f\le\frac12\sum_i R_i(f)\) for every real \(f\), with equality if \(f(x)=c+\sum_i h_i(x_i)\).

## Removing one input at a time

For one input with weights \(q_a\) summing to one, expanding the square gives

\[
\sum_{a,b}q_aq_b(u_a-u_b)^2=2\Big[\sum_a q_au_a^2-\Big(\sum_a q_au_a\Big)^2\Big].
\]

With \(n+1\) inputs, write \(x=(a,x')\) and \(g(x')=\sum_a p_0(a)f(a,x')\), and let \(E'\) be the mean over \(x'\). Applying the identity at fixed \(x'\) and then averaging gives \(R_0(f)=2(E f^2-E'g^2)\). Since \(Ef=E'g\),

\[
\operatorname{Var} f=\tfrac12R_0(f)+\operatorname{Var} g .
\]

Entry \(i\) of \(x'\) is entry \(i+1\) of \(x\). With \(D_a=f(a,x')-f(a,x'^{\,i\to y})\), the change in \(g\) is \(\sum_a p_0(a)D_a\). The left side of the one-input identity is non-negative, so

\[
\Big(\sum_a p_0(a)D_a\Big)^2\le\sum_a p_0(a)D_a^2 .
\]

Averaging over \(y\) and \(x'\) gives \(R_i(g)\le R_{i+1}(f)\).

For \(n=0\) both sides of the claim vanish. If it holds for \(n\) inputs, then

\[
\operatorname{Var} f\le\tfrac12R_0(f)+\tfrac12\sum_{i<n}R_i(g)\le\tfrac12\sum_{i\le n}R_i(f).
\]

For additive \(f\), \(D_a\) does not depend on \(a\), so \(R_i(g)=R_{i+1}(f)\). Moreover, \(g\) is again additive, with constant \(c+\sum_a p_0(a)h_0(a)\). Induction then gives equality.

## Correlated inputs can break the bound

Let \(s_0=s_1\) be the same fair sign and \(f=s_0+s_1\). The variance is 4. Replacing either entry alone by an independent fair sign gives a mean squared change of 2, so the proposed bound is only 2. Treating successive configurations of a trajectory as independent draws is therefore a separate step, which the theorem does not justify.

## Reading the Lean statement

`Ω i` is the finite set of values of input `i`, and a joint sample has type `∀ i, Ω i`. The hypotheses `h0` and `h1` say that the weights `p i` are non-negative and sum to one. Independence is built into the product of weights in `mean`. `variance` is the exact variance under these weights, not an estimate from data, and `resamplingError p f i` is \(R_i(f)\), without the factor ½. Continuous distributions are not treated.

In `efron_stein_additive`, `h` denotes the single-input functions \(h_i\), and the weights need only sum to one.

```lean
import Mathlib

open Finset

namespace EfronStein

noncomputable section

variable {n : ℕ}

/-- The mean of `f` over independent inputs, the `i`-th having weights `p i`. -/
def mean {Ω : Fin n → Type*} [∀ i, Fintype (Ω i)] (p : ∀ i, Ω i → ℝ)
    (f : (∀ i, Ω i) → ℝ) : ℝ :=
  ∑ x, (∏ i, p i (x i)) * f x

/-- The variance of `f`: its mean squared deviation from its mean. -/
def variance {Ω : Fin n → Type*} [∀ i, Fintype (Ω i)] (p : ∀ i, Ω i → ℝ)
    (f : (∀ i, Ω i) → ℝ) : ℝ :=
  mean p (fun x => (f x - mean p f) ^ 2)

/-- The mean squared change of `f` when input `i` alone is replaced by a fresh
independent draw `y` from its own distribution. -/
def resamplingError {Ω : Fin n → Type*} [∀ i, Fintype (Ω i)] (p : ∀ i, Ω i → ℝ)
    (f : (∀ i, Ω i) → ℝ) (i : Fin n) : ℝ :=
  mean p (fun x => ∑ y, p i y * (f x - f (Function.update x i y)) ^ 2)

/-- The function of the remaining inputs obtained by averaging `f` over the first input. -/
def averageFirst {Ω : Fin (n + 1) → Type*} [∀ i, Fintype (Ω i)] (p : ∀ i, Ω i → ℝ)
    (f : (∀ i, Ω i) → ℝ) (x : ∀ i : Fin n, Ω i.succ) : ℝ :=
  ∑ a, p 0 a * f (Fin.cons a x)

/-- The mean over all inputs is the average over the first input of the mean over the others. -/
theorem mean_succ {Ω : Fin (n + 1) → Type*} [∀ i, Fintype (Ω i)] (p : ∀ i, Ω i → ℝ)
    (f : (∀ i, Ω i) → ℝ) :
    mean p f = ∑ a, p 0 a *
      mean (fun i : Fin n => p i.succ) (fun x => f (Fin.cons a x)) := by
  unfold mean
  rw [← (Fin.consEquiv Ω).sum_comp, Fintype.sum_prod_type]
  simp [Fin.consEquiv, Fin.prod_univ_succ, Finset.mul_sum, mul_assoc]

/-- The mean of a weighted sum of functions is the weighted sum of their means. -/
theorem mean_sum {Ω : Fin n → Type*} [∀ i, Fintype (Ω i)] {κ : Type*} [Fintype κ]
    (p : ∀ i, Ω i → ℝ) (w : κ → ℝ) (F : κ → (∀ i, Ω i) → ℝ) :
    mean p (fun x => ∑ a, w a * F a x) = ∑ a, w a * mean p (F a) := by
  simp only [mean, Finset.mul_sum]
  rw [Finset.sum_comm]
  exact sum_congr rfl fun a _ => sum_congr rfl fun x _ => by ring

/-- The mean of a constant is that constant when the weights of each input sum to one. -/
theorem mean_const {Ω : Fin n → Type*} [∀ i, Fintype (Ω i)] (p : ∀ i, Ω i → ℝ)
    (h1 : ∀ i, ∑ a, p i a = 1) (c : ℝ) : mean p (fun _ => c) = c := by
  induction n with
  | zero => simp [mean]
  | succ n ih =>
    have h : mean (fun i : Fin n => p i.succ) (fun _ => c) = c := by
      apply ih
      exact fun i => h1 i.succ
    rw [mean_succ]
    simp only [h]
    rw [← Finset.sum_mul, h1 0, one_mul]

/-- The variance is the mean square minus the squared mean, for weights that sum to one. -/
theorem variance_eq {Ω : Fin n → Type*} [∀ i, Fintype (Ω i)] (p : ∀ i, Ω i → ℝ)
    (h1 : ∀ i, ∑ a, p i a = 1) (f : (∀ i, Ω i) → ℝ) :
    variance p f = mean p (fun x => f x ^ 2) - mean p f ^ 2 := by
  have h : ∀ m : ℝ, mean p (fun x => (f x - m) ^ 2) =
      mean p (fun x => f x ^ 2) - 2 * m * mean p f + mean p (fun _ => m ^ 2) := by
    intro m
    unfold mean
    rw [Finset.mul_sum, ← Finset.sum_sub_distrib, ← Finset.sum_add_distrib]
    exact sum_congr rfl fun x _ => by ring
  rw [variance, h, mean_const p h1]
  ring

/-- For one input with weights that sum to one, the mean squared difference of two independent
copies is twice the variance, that is, twice the difference between the mean square and the squared
mean. -/
theorem two_copies {α : Type*} [Fintype α] (q : α → ℝ) (hq : ∑ a, q a = 1) (u : α → ℝ) :
    ∑ a, q a * ∑ b, q b * (u a - u b) ^ 2 =
      2 * (∑ a, q a * u a ^ 2 - (∑ a, q a * u a) ^ 2) := by
  have inner : ∀ t : ℝ, ∑ b, q b * (t - u b) ^ 2 =
      t ^ 2 * ∑ b, q b - 2 * t * ∑ b, q b * u b + ∑ b, q b * u b ^ 2 := by
    intro t
    rw [Finset.mul_sum, Finset.mul_sum, ← Finset.sum_sub_distrib, ← Finset.sum_add_distrib]
    exact sum_congr rfl fun b _ => by ring
  have outer : ∀ M S : ℝ, ∑ a, q a * (u a ^ 2 * 1 - 2 * u a * M + S) =
      ∑ a, q a * u a ^ 2 - 2 * M * ∑ a, q a * u a + S * ∑ a, q a := by
    intro M S
    rw [Finset.mul_sum, Finset.mul_sum, ← Finset.sum_sub_distrib, ← Finset.sum_add_distrib]
    exact sum_congr rfl fun a _ => by ring
  simp only [inner, hq]
  rw [outer, hq]
  ring

/-- For weights that sum to one, the variance is half the resampling error of the first input plus
the variance, over the remaining inputs, of the function `averageFirst p f`. -/
theorem variance_succ {Ω : Fin (n + 1) → Type*} [∀ i, Fintype (Ω i)] (p : ∀ i, Ω i → ℝ)
    (h1 : ∀ i, ∑ a, p i a = 1) (f : (∀ i, Ω i) → ℝ) :
    variance p f = 1 / 2 * resamplingError p f 0 +
      variance (fun i : Fin n => p i.succ) (averageFirst p f) := by
  have lin : ∀ F G : (∀ i : Fin n, Ω i.succ) → ℝ,
      mean (fun i : Fin n => p i.succ) (fun x => 2 * (F x - G x)) =
      2 * (mean (fun i : Fin n => p i.succ) F - mean (fun i : Fin n => p i.succ) G) := by
    intro F G
    unfold mean
    rw [← Finset.sum_sub_distrib, Finset.mul_sum]
    exact sum_congr rfl fun x _ => by ring
  -- the first input is resampled while all others are held fixed
  have hA : resamplingError p f 0 = 2 * (mean p (fun x => f x ^ 2) -
      mean (fun i : Fin n => p i.succ) (fun x => averageFirst p f x ^ 2)) := by
    have e := fun x : (∀ i : Fin n, Ω i.succ) =>
      two_copies (p 0) (h1 0) (fun a => f (Fin.cons a x))
    rw [resamplingError, mean_succ, ← mean_sum, mean_succ p (fun x => f x ^ 2), ← mean_sum]
    simp only [Fin.update_cons_zero, e]
    exact lin (fun x => ∑ a, p 0 a * f (Fin.cons a x) ^ 2)
      (fun x => averageFirst p f x ^ 2)
  have hB : mean (fun i : Fin n => p i.succ) (averageFirst p f) = mean p f := by
    rw [mean_succ p f]
    exact mean_sum _ (p 0) (fun a x => f (Fin.cons a x))
  rw [variance_eq p h1 f, variance_eq (fun i : Fin n => p i.succ) (fun i => h1 i.succ)
    (averageFirst p f), hA, hB]
  ring

/-- The resampling error of a later input is the average, over the first input, of the
resampling error with the first input held fixed. -/
theorem resamplingError_succ {Ω : Fin (n + 1) → Type*} [∀ i, Fintype (Ω i)]
    (p : ∀ i, Ω i → ℝ) (f : (∀ i, Ω i) → ℝ) (i : Fin n) :
    resamplingError p f i.succ = ∑ a, p 0 a *
      resamplingError (fun j : Fin n => p j.succ) (fun x => f (Fin.cons a x)) i := by
  rw [resamplingError, mean_succ]
  simp only [resamplingError, Fin.cons_update]

/-- For probability weights, averaging `f` over the first input does not increase the
resampling error of any other input. -/
theorem resamplingError_averageFirst_le {Ω : Fin (n + 1) → Type*} [∀ i, Fintype (Ω i)]
    (p : ∀ i, Ω i → ℝ) (h0 : ∀ i a, 0 ≤ p i a) (h1 : ∀ i, ∑ a, p i a = 1)
    (f : (∀ i, Ω i) → ℝ) (i : Fin n) :
    resamplingError (fun j : Fin n => p j.succ) (averageFirst p f) i ≤
      resamplingError p f i.succ := by
  -- convexity of the square
  have jensen : ∀ u : Ω 0 → ℝ, (∑ a, p 0 a * u a) ^ 2 ≤ ∑ a, p 0 a * u a ^ 2 := by
    intro u
    have key := two_copies (p 0) (h1 0) u
    have pos : 0 ≤ ∑ a, p 0 a * ∑ b, p 0 b * (u a - u b) ^ 2 :=
      sum_nonneg fun a _ => mul_nonneg (h0 0 a)
        (sum_nonneg fun b _ => mul_nonneg (h0 0 b) (sq_nonneg _))
    linarith
  rw [resamplingError_succ]
  simp only [resamplingError]
  rw [← mean_sum]
  unfold mean
  refine sum_le_sum fun x _ => mul_le_mul_of_nonneg_left ?_
    (prod_nonneg fun j _ => h0 j.succ _)
  calc ∑ y, p i.succ y *
        (averageFirst p f x - averageFirst p f (Function.update x i y)) ^ 2
      ≤ ∑ y, p i.succ y * ∑ a, p 0 a *
        (f (Fin.cons a x) - f (Fin.cons a (Function.update x i y))) ^ 2 := by
        refine sum_le_sum fun y _ => mul_le_mul_of_nonneg_left ?_ (h0 _ _)
        have h := jensen
          (fun a => f (Fin.cons a x) - f (Fin.cons a (Function.update x i y)))
        simpa only [averageFirst, mul_sub, Finset.sum_sub_distrib] using h
    _ = _ := by
        simp only [Finset.mul_sum]
        rw [Finset.sum_comm]
        exact sum_congr rfl fun a _ => sum_congr rfl fun y _ => by ring

/-- **Efron-Stein inequality.** For independent inputs on finite probability spaces, the
variance of any real `f` is at most half the sum of its resampling errors. -/
theorem efron_stein {Ω : Fin n → Type*} [∀ i, Fintype (Ω i)] (p : ∀ i, Ω i → ℝ)
    (h0 : ∀ i a, 0 ≤ p i a) (h1 : ∀ i, ∑ a, p i a = 1) (f : (∀ i, Ω i) → ℝ) :
    variance p f ≤ 1 / 2 * ∑ i, resamplingError p f i := by
  induction n with
  | zero => simp [variance, mean]
  | succ n ih =>
    have hrest : variance (fun i : Fin n => p i.succ) (averageFirst p f) ≤
        1 / 2 * ∑ i, resamplingError (fun i : Fin n => p i.succ) (averageFirst p f) i := by
      apply ih
      · exact fun i a => h0 i.succ a
      · exact fun i => h1 i.succ
    have hsum := Finset.sum_le_sum fun (i : Fin n) (_ : i ∈ Finset.univ) =>
      resamplingError_averageFirst_le p h0 h1 f i
    rw [variance_succ p h1, Fin.sum_univ_succ]
    linarith

/-- For weights that sum to one, the Efron-Stein bound is an equality when `f` is a
constant plus a sum of functions of the single inputs. -/
theorem efron_stein_additive {Ω : Fin n → Type*} [∀ i, Fintype (Ω i)] (p : ∀ i, Ω i → ℝ)
    (h1 : ∀ i, ∑ a, p i a = 1) (c : ℝ) (h : ∀ i, Ω i → ℝ) :
    variance p (fun x => c + ∑ i, h i (x i)) =
      1 / 2 * ∑ i, resamplingError p (fun x => c + ∑ j, h j (x j)) i := by
  induction n generalizing c with
  | zero => simp [variance, mean]
  | succ n ih =>
    -- averaging over the first input only shifts the constant
    have hg : averageFirst p (fun x => c + ∑ i, h i (x i)) =
        fun x => (c + ∑ a, p 0 a * h 0 a) + ∑ i : Fin n, h i.succ (x i) := by
      funext x
      have e : ∀ T : ℝ, ∑ a, p 0 a * (c + (h 0 a + T)) =
          (c + T) * ∑ a, p 0 a + ∑ a, p 0 a * h 0 a := by
        intro T
        rw [Finset.mul_sum, ← Finset.sum_add_distrib]
        exact sum_congr rfl fun a _ => by ring
      simp only [averageFirst, Fin.sum_univ_succ, Fin.cons_zero, Fin.cons_succ]
      rw [e, h1 0]
      ring
    have hs : ∀ i : Fin n, resamplingError p (fun x => c + ∑ j, h j (x j)) i.succ =
        resamplingError (fun j : Fin n => p j.succ)
          (fun x => (c + ∑ a, p 0 a * h 0 a) + ∑ j : Fin n, h j.succ (x j)) i := by
      intro i
      rw [resamplingError_succ]
      simp only [resamplingError, Fin.sum_univ_succ, Fin.cons_zero, Fin.cons_succ,
        add_sub_add_left_eq_sub]
      rw [← Finset.sum_mul, h1 0, one_mul]
    rw [variance_succ p h1, hg, Fin.sum_univ_succ, mul_add]
    simp only [hs]
    congr 1
    apply ih
    exact fun i => h1 i.succ

end

end EfronStein
```

```lean
#print axioms EfronStein.efron_stein
#print axioms EfronStein.efron_stein_additive
```

```
'EfronStein.efron_stein' depends on axioms: [propext, Classical.choice, Quot.sound]
'EfronStein.efron_stein_additive' depends on axioms: [propext, Classical.choice, Quot.sound]
```

## From the lemmas to the induction

`mean_succ` splits off the first input, and `mean_sum` exchanges the two averages. `mean_const` and `variance_eq` give the mean-square form of the variance, and `two_copies` is the one-input identity.

In `variance_succ`, `hA` computes \(R_0(f)\) and `hB` states \(E'g=Ef\); `ring` combines them. `resamplingError_succ` writes a later error as an average over the first input. `resamplingError_averageFirst_le` then derives the convexity step `jensen` from `two_copies` and applies it term by term, using non-negative weights.

`efron_stein` is the induction on `n`, with `linarith` adding the inequalities. In `efron_stein_additive`, `hg` shows that averaging only shifts the constant, and `hs` that the later errors are unchanged. The induction generalises over `c` because of that shift.
